# Positive normalised linear functionals on complex matrices are density matrices

A spin that is entangled with a second spin has no state vector of its own, yet every observable of that spin has an expectation value. What can be said about such a list of expectation values if we know only a few general rules that it obeys?

Let \(M_n\) be the complex \(n\times n\) matrices, and let \(f(A)\) be the value assigned to \(A\in M_n\). Three rules are assumed:

- \(f\) is complex-linear. For observables, this means that the expectation value of a sum is the sum of the expectation values, even when the observables do not commute.
- \(f(1)=1\): the trivial observable, which always gives the outcome one, has mean one.
- \(f(A^\dagger A)\) is real and nonnegative for every \(A\). The matrix \(A^\dagger A\) is an observable without negative eigenvalues, so its mean cannot be negative.

The claim is that there is exactly one positive semidefinite matrix \(\rho\) of trace one with \(f(A)=\operatorname{tr}(\rho A)\) for all \(A\). For a system with finitely many levels, the density matrix is therefore a complete record of the expectation values, whether or not the system has a state vector.

## From expectation values to the matrix

Let \(E_{ji}\) be the matrix unit with a one in row \(j\), column \(i\), and zeros elsewhere. Define \(\rho_{ij}=f(E_{ji})\). Since \(A=\sum_{i,j}A_{ji}E_{ji}\), linearity gives

\[
f(A)=\sum_{i,j}A_{ji}\,f(E_{ji})=\sum_{i,j}\rho_{ij}A_{ji}=\operatorname{tr}(\rho A).
\]

This uses linearity alone. Uniqueness follows just as directly: if \(\operatorname{tr}(\rho A)=\operatorname{tr}(\sigma A)\) for all \(A\), the choice \(A=E_{ji}\) gives \(\rho_{ij}=\sigma_{ij}\). The trace is \(\operatorname{tr}\rho=f(1)=1\).

**Hermiticity.** Apply positivity to \(1+A\) and \(1+iA\):

\[
(1+A)^\dagger(1+A)=1+A+A^\dagger+A^\dagger A,
\]
\[
(1+iA)^\dagger(1+iA)=1+iA-iA^\dagger+A^\dagger A.
\]

The value of \(f\) on each left-hand side is real, and so are \(f(1)\) and \(f(A^\dagger A)\). The first line therefore gives \(\operatorname{Im}f(A)+\operatorname{Im}f(A^\dagger)=0\), and the second gives \(\operatorname{Re}f(A)-\operatorname{Re}f(A^\dagger)=0\). Together they say \(f(A^\dagger)=\overline{f(A)}\). Hence \(\overline{\rho_{ij}}=\overline{f(E_{ji})}=f(E_{ij})=\rho_{ji}\).

**Positivity.** Take a vector \(x\), fix a row index \(k\), and let \(B\) have the entries \(\overline{x_b}\) in row \(k\) and zeros in all other rows. Then \((B^\dagger B)_{ij}=\overline{B_{ki}}B_{kj}=x_i\overline{x_j}\), that is, \(B^\dagger B=xx^\dagger\), and

\[
x^\dagger\rho x=\sum_{i,j}\overline{x_i}\,\rho_{ij}\,x_j=\operatorname{tr}(\rho\,xx^\dagger)=f(B^\dagger B)\ge 0.
\]

For a unit vector \(x\), this number is the probability of finding the system in \(x\).

## The converse, unitary evolution and a functional that fails

Conversely, let \(\rho\) be a density matrix and put \(f(A)=\operatorname{tr}(\rho A)\). Then \(f\) is linear, \(f(1)=\operatorname{tr}\rho=1\), and by cyclicity of the trace \(f(A^\dagger A)=\operatorname{tr}(A\rho A^\dagger)\ge0\), because \(A\rho A^\dagger\) is again positive semidefinite.

Now let the observables evolve by a unitary \(U\), so that \(A\) is replaced by \(U^\dagger AU\). The new functional \(g(A)=f(U^\dagger AU)\) satisfies \(g(1)=f(U^\dagger U)=1\) and \(g(A^\dagger A)=f((AU)^\dagger(AU))\ge0\). Moreover

\[
g(A)=\operatorname{tr}(\rho\,U^\dagger AU)=\operatorname{tr}(U\rho U^\dagger A),
\]

so its density matrix is \(U\rho U^\dagger\). Evolving the observables and evolving the density matrix give the same expectation values.

Without positivity the conclusion can fail. On a two-level system with levels numbered 0 and 1, \(A\mapsto 2A_{00}-A_{11}\) is linear and has the value one at the identity, but it assigns \(-1\) to the projector on level 1.

## States and density matrices in Lean

The levels are labelled by an arbitrary finite type `n`. Opening `ComplexOrder` gives `0 ≤ z` for a complex number `z` the meaning needed here: the imaginary part vanishes and the real part is nonnegative.

```lean
import Mathlib

open Matrix
open scoped ComplexOrder

namespace StatesAreDensityMatrices

noncomputable section

variable {n : Type*} [Fintype n] [DecidableEq n]
```

The type `Matrix n n ℂ →ₗ[ℂ] ℂ` contains the complex-linear functionals, so linearity is built into the type of `f`. The other two rules are the fields of `IsState`, with `Aᴴ` for \(A^\dagger\). Linearity over all matrices is thus an assumption about expectation values and is not derived from measurements of compatible observables. Infinite-dimensional systems are not covered.

```lean
/-- A state, as a rule for expectation values: a linear functional on matrices that is
normalised and takes real nonnegative values on all `Aᴴ * A`. -/
structure IsState (f : Matrix n n ℂ →ₗ[ℂ] ℂ) : Prop where
  normalised : f 1 = 1
  positive : ∀ A, 0 ≤ f (Aᴴ * A)
```

A density matrix is defined without reference to any functional. Mathlib's `PosSemidef` includes Hermiticity, which is proved separately below.

```lean
/-- A density matrix: positive semidefinite with trace one. -/
structure IsDensityMatrix (ρ : Matrix n n ℂ) : Prop where
  posSemidef : ρ.PosSemidef
  trace_one : ρ.trace = 1
```

The candidate has the entries \(\rho_{ij}=f(E_{ji})\), where `Matrix.single j i 1` is \(E_{ji}\).

```lean
/-- The matrix whose `i j` entry is the value of the functional on the matrix unit
with its single one in row `j` and column `i`. -/
def densityOf (f : Matrix n n ℂ →ₗ[ℂ] ℂ) : Matrix n n ℂ :=
  Matrix.of fun i j => f (Matrix.single j i 1)
```

## Trace formula and uniqueness

The first theorem is the expansion in matrix units. After `Matrix.matrix_eq_sum_single` has expanded `A`, the two sums are exchanged and compared term by term; `h` pulls the coefficient \(A_{ji}\) out of the matrix unit so that linearity applies.

```lean
/-- Every linear functional on matrices is the trace against its matrix `densityOf f`. -/
theorem apply_eq_trace (f : Matrix n n ℂ →ₗ[ℂ] ℂ) (A : Matrix n n ℂ) :
    f A = (densityOf f * A).trace := by
  -- expand the observable in matrix units
  conv_lhs => rw [Matrix.matrix_eq_sum_single A]
  simp only [map_sum, Matrix.trace, Matrix.diag_apply, Matrix.mul_apply, densityOf,
    Matrix.of_apply]
  rw [Finset.sum_comm]
  refine Finset.sum_congr rfl fun i _ => Finset.sum_congr rfl fun j _ => ?_
  have h : Matrix.single j i (A j i) = A j i • Matrix.single j i (1 : ℂ) := by
    rw [Matrix.smul_single, smul_eq_mul, mul_one]
  rw [h, map_smul, smul_eq_mul, mul_comm]
```

Testing with \(E_{ji}\) picks out the entry with indices \(i,j\) on both sides.

```lean
/-- Two matrices that give the same trace against every matrix are equal. -/
theorem eq_of_trace_eq {ρ σ : Matrix n n ℂ}
    (h : ∀ A : Matrix n n ℂ, (ρ * A).trace = (σ * A).trace) : ρ = σ := by
  ext i j
  simpa [Matrix.trace, Matrix.mul_apply, Matrix.single_apply, ite_and] using
    h (Matrix.single j i 1)
```

## Hermiticity and positivity

In the next proof, `key` is the relation \(\overline{f(A^\dagger)}=f(A)\). The identities `e1` and `e2` are the two expanded products, and `h0`, `h1` and `h2` record that the imaginary parts of the three positive values vanish. `linarith` then solves for the real and imaginary parts separately. The closing calculation obtains \(\rho^\dagger=\rho\) by comparing traces against every \(A\), where the derivation above compared entries.

```lean
/-- The matrix of a state is Hermitian. -/
theorem densityOf_isHermitian {f : Matrix n n ℂ →ₗ[ℂ] ℂ} (h : IsState f) :
    (densityOf f).IsHermitian := by
  -- positivity on `1 + A` and `1 + iA` fixes the value on the adjoint
  have key : ∀ A, star (f Aᴴ) = f A := by
    intro A
    have e1 : (1 + A)ᴴ * (1 + A) = 1 + A + Aᴴ + Aᴴ * A := by
      rw [conjTranspose_add, conjTranspose_one]
      noncomm_ring
    have e2 : (1 + Complex.I • A)ᴴ * (1 + Complex.I • A)
        = 1 + Complex.I • A - Complex.I • Aᴴ + Aᴴ * A := by
      simp only [conjTranspose_add, conjTranspose_one, conjTranspose_smul, Complex.star_def,
        Complex.conj_I, add_mul, mul_add, one_mul, mul_one, Matrix.smul_mul, Matrix.mul_smul,
        smul_smul, mul_neg, Complex.I_mul_I, neg_neg, one_smul]
      module
    have h0 := (Complex.nonneg_iff.mp (h.positive A)).2
    have h1 := (Complex.nonneg_iff.mp (h.positive (1 + A))).2
    have h2 := (Complex.nonneg_iff.mp (h.positive (1 + Complex.I • A))).2
    rw [e1] at h1
    rw [e2] at h2
    simp only [map_add, h.normalised, Complex.add_im, Complex.one_im] at h1
    simp only [map_add, map_sub, map_smul, h.normalised, Complex.add_im, Complex.sub_im,
      Complex.one_im, smul_eq_mul, Complex.mul_im, Complex.I_re, Complex.I_im] at h2
    apply Complex.ext
    · simp only [Complex.star_def, Complex.conj_re]
      linarith
    · simp only [Complex.star_def, Complex.conj_im]
      linarith
  refine eq_of_trace_eq fun A => ?_
  calc ((densityOf f)ᴴ * A).trace = star (Aᴴ * densityOf f).trace := by
        rw [← trace_conjTranspose, conjTranspose_mul, conjTranspose_conjTranspose]
    _ = star (f Aᴴ) := by rw [Matrix.trace_mul_comm, ← apply_eq_trace]
    _ = (densityOf f * A).trace := by rw [key, apply_eq_trace]
```

The matrix `B` and the identity `hB` are those of the positivity argument, and `hq` is the equation \(x^\dagger\rho x=f(B^\dagger B)\). An empty index type offers no row \(k\), so that case is settled first: the quadratic form is then an empty sum. The last bullet evaluates the trace formula at the identity.

```lean
/-- The matrix of a state is a density matrix. -/
theorem densityOf_isDensityMatrix {f : Matrix n n ℂ →ₗ[ℂ] ℂ} (h : IsState f) :
    IsDensityMatrix (densityOf f) := by
  refine ⟨PosSemidef.of_dotProduct_mulVec_nonneg (densityOf_isHermitian h) fun x => ?_, ?_⟩
  · rcases isEmpty_or_nonempty n with hn | ⟨⟨k⟩⟩
    · simp [dotProduct]
    -- a matrix `B` with the single nonzero row `x*` satisfies `Bᴴ B = x x*`
    let B : Matrix n n ℂ := Matrix.of fun a b => if a = k then star (x b) else 0
    have hB : Bᴴ * B = vecMulVec x (star x) := by
      ext i j
      rw [Matrix.mul_apply, Finset.sum_eq_single k]
      · simp [B, vecMulVec_apply]
      · intro b _ hb
        simp [B, hb]
      · simp
    have hq : star x ⬝ᵥ densityOf f *ᵥ x = f (Bᴴ * B) := by
      rw [hB, apply_eq_trace]
      simp only [Matrix.trace, Matrix.diag_apply, Matrix.mul_apply, vecMulVec_apply,
        dotProduct, mulVec, Finset.mul_sum]
      refine Finset.sum_congr rfl fun i _ => Finset.sum_congr rfl fun j _ => ?_
      ring
    rw [hq]
    exact h.positive B
  · have h1 := apply_eq_trace f 1
    rw [mul_one, h.normalised] at h1
    exact h1.symm
```

## Exactly one density matrix for each state

The main theorem reads: for every state `f` there is exactly one `ρ` that is a density matrix and satisfies \(f(A)=\operatorname{tr}(\rho A)\) for all \(A\). Existence collects the preceding results. In the uniqueness part, the competitor `σ` is compared through its traces only; that it is a density matrix is not used.

```lean
/-- States are density matrices: the expectation values of a state are `tr (ρ A)` for
exactly one density matrix `ρ`. -/
theorem existsUnique_densityMatrix {f : Matrix n n ℂ →ₗ[ℂ] ℂ} (h : IsState f) :
    ∃! ρ : Matrix n n ℂ, IsDensityMatrix ρ ∧ ∀ A, f A = (ρ * A).trace := by
  refine ⟨densityOf f, ⟨densityOf_isDensityMatrix h, apply_eq_trace f⟩, ?_⟩
  rintro σ ⟨_, hσ⟩
  exact eq_of_trace_eq fun A => by rw [← hσ, apply_eq_trace]
```

The equivalence adds the converse. Its rewriting steps carry \(\operatorname{tr}(\rho A^\dagger A)\) to \(\operatorname{tr}(A\rho A^\dagger)\), which is nonnegative as the trace of a positive semidefinite matrix.

```lean
/-- A linear functional is a state if and only if it is the trace against some
density matrix. -/
theorem isState_iff (f : Matrix n n ℂ →ₗ[ℂ] ℂ) :
    IsState f ↔ ∃ ρ : Matrix n n ℂ, IsDensityMatrix ρ ∧ ∀ A, f A = (ρ * A).trace := by
  constructor
  · exact fun h => (existsUnique_densityMatrix h).exists
  · rintro ⟨ρ, hρ, hf⟩
    refine ⟨by rw [hf, mul_one, hρ.trace_one], fun A => ?_⟩
    -- cyclicity turns the value into the trace of `A ρ Aᴴ`
    rw [hf, ← Matrix.mul_assoc, Matrix.trace_mul_comm, ← Matrix.mul_assoc]
    exact (hρ.posSemidef.mul_mul_conjTranspose_same A).trace_nonneg
```

## Evolving observables or evolving the density matrix

The functional `evolve U f` is \(A\mapsto f(U^\dagger AU)\). The definition accepts any matrix `U` and checks linearity.

```lean
/-- The linear functional `A ↦ f (Uᴴ A U)`, for an arbitrary matrix `U`. -/
def evolve (U : Matrix n n ℂ) (f : Matrix n n ℂ →ₗ[ℂ] ℂ) : Matrix n n ℂ →ₗ[ℂ] ℂ where
  toFun A := f (Uᴴ * A * U)
  map_add' A B := by rw [Matrix.mul_add, Matrix.add_mul, map_add]
  map_smul' c A := by
    rw [Matrix.mul_smul, Matrix.smul_mul, map_smul, RingHom.id_apply]
```

Unitarity enters the theorem as `Uᴴ * U = 1`, which for square matrices of finite size also gives \(UU^\dagger=1\). The statement concerns a single unitary step; no Hamiltonian or equation of motion appears. The three parts of the proof are normalisation, positivity through \(U^\dagger A^\dagger AU=(AU)^\dagger(AU)\), and the density matrix through cyclicity of the trace.

```lean
/-- If `f` is a state and `U` is unitary, then `evolve U f` is again a state, and its matrix is `U *
densityOf f * Uᴴ`. -/
theorem evolve_state {f : Matrix n n ℂ →ₗ[ℂ] ℂ} (h : IsState f) {U : Matrix n n ℂ}
    (hU : Uᴴ * U = 1) :
    IsState (evolve U f) ∧ densityOf (evolve U f) = U * densityOf f * Uᴴ := by
  refine ⟨⟨?_, fun A => ?_⟩, eq_of_trace_eq fun A => ?_⟩
  · change f (Uᴴ * 1 * U) = 1
    rw [mul_one, hU, h.normalised]
  · change 0 ≤ f (Uᴴ * (Aᴴ * A) * U)
    have e : Uᴴ * (Aᴴ * A) * U = (A * U)ᴴ * (A * U) := by
      rw [conjTranspose_mul]
      simp only [Matrix.mul_assoc]
    rw [e]
    exact h.positive _
  · rw [← apply_eq_trace]
    change f (Uᴴ * A * U) = _
    rw [apply_eq_trace f, ← Matrix.mul_assoc, Matrix.trace_mul_comm]
    simp only [Matrix.mul_assoc]
```

## A normalised functional without a density matrix

The two-level functional is written with the indices `0` and `1` of `Fin 2`.

```lean
/-- The functional `A ↦ 2 A₀₀ - A₁₁` on the matrices of a two-level system. -/
def skewed : Matrix (Fin 2) (Fin 2) ℂ →ₗ[ℂ] ℂ where
  toFun A := 2 * A 0 0 - A 1 1
  map_add' A B := by simp only [Matrix.add_apply]; ring
  map_smul' c A := by
    simp only [Matrix.smul_apply, smul_eq_mul, RingHom.id_apply]; ring
```

If some density matrix reproduced its values, `isState_iff` would make `skewed` a state. Positivity is then tested on the projector \(P\) on level 1. Since \(P^\dagger P=P\), the value is \(-1\), a contradiction.

```lean
/-- The linear functional `skewed` has the value one at the identity, and no density matrix
reproduces its values. -/
theorem skewed_not_density :
    skewed 1 = 1 ∧ ¬ ∃ ρ : Matrix (Fin 2) (Fin 2) ℂ,
      IsDensityMatrix ρ ∧ ∀ A, skewed A = (ρ * A).trace := by
  constructor
  · change 2 * (1 : Matrix (Fin 2) (Fin 2) ℂ) 0 0 - (1 : Matrix (Fin 2) (Fin 2) ℂ) 1 1 = 1
    rw [Matrix.one_apply_eq, Matrix.one_apply_eq]
    norm_num
  · intro hρ
    -- the projector on the second level would have expectation value `-1`
    have hpos := ((isState_iff skewed).mpr hρ).positive !![0, 0; 0, 1]
    have hval : skewed ((!![0, 0; 0, 1] : Matrix (Fin 2) (Fin 2) ℂ)ᴴ * !![0, 0; 0, 1])
        = -1 := by
      simp [skewed, Matrix.mul_apply, Fin.sum_univ_two]
    rw [hval] at hpos
    have hre := (Complex.nonneg_iff.mp hpos).1
    norm_num at hre

end

end StatesAreDensityMatrices
```

```lean
#print axioms StatesAreDensityMatrices.existsUnique_densityMatrix
#print axioms StatesAreDensityMatrices.evolve_state
#print axioms StatesAreDensityMatrices.skewed_not_density
```

```
'StatesAreDensityMatrices.existsUnique_densityMatrix' depends on axioms: [propext, Classical.choice, Quot.sound]
'StatesAreDensityMatrices.evolve_state' depends on axioms: [propext, Classical.choice, Quot.sound]
'StatesAreDensityMatrices.skewed_not_density' depends on axioms: [propext, Classical.choice, Quot.sound]
```
